# A core orbital that overlaps the valence orbital puts the projected level below the valence energy

I take a core orbital from an atomic calculation, carry it over to a molecule, and look for the lowest orbital orthogonal to it. The molecular Fock operator has a core orbital of its own, which is close to the imported one but not identical. The energy I get lies below the true valence energy. This puzzles me, because an orthogonality constraint removes trial functions and should only be able to raise a minimum. Where does the lowering come from, and how large is it for a given mismatch between the two core orbitals?

## The true core leaks into the projected orbital

The constraint does raise the minimum, but relative to the unconstrained minimum, which is at or below the core energy. If there were only one core level and the constraint removed exactly its orbital, the minimum would rise to the valence level. An imported orbital that is slightly off removes a slightly different direction, and some of the true core stays available to the variational search.

Let $H$ be the Fock operator, taken as fixed, with real orthonormal eigenvectors $c$ (core) and $v$ (valence) and energies $e_c<e_v$. Let $k$ be the imported core vector, with overlaps $a=\langle k,c\rangle$ and $b=\langle k,v\rangle$, not both zero. Consider the trial orbital

$$t=b\,c-a\,v .$$

It satisfies the constraint, since $\langle k,t\rangle=ba-ab=0$. Because $c$ and $v$ are orthonormal, $\langle t,t\rangle=a^2+b^2>0$, so the normalised orbital is $t/\sqrt{a^2+b^2}$. Applying $H$ gives $Ht=b\,e_c\,c-a\,e_v\,v$, hence $\langle t,Ht\rangle=b^2e_c+a^2e_v$. The Rayleigh quotient is

$$\frac{\langle t,Ht\rangle}{\langle t,t\rangle}=\frac{b^2e_c+a^2e_v}{a^2+b^2}=e_v-(e_v-e_c)\,\frac{b^2}{a^2+b^2}.$$

The lowest level orthogonal to $k$ cannot exceed this value. If $b\neq0$, it is therefore strictly below $e_v$.

The fraction $b^2/(a^2+b^2)$ is the weight of the true core in the normalised trial orbital. When $b$ is small compared with $a$, it is quadratic in $b$ to leading order, but it multiplies the core–valence gap, which can be large. With a gap of 10 hartree and a fraction of $0.001$, the bound lies $0.01$ hartree below $e_v$, about $0.27$ eV.

## When the estimate is the exact shift

The bound becomes an equality under three further conditions: $H$ is symmetric, $k=a\,c+b\,v$ has no component on other orbitals, and every $w$ orthogonal to $c$ and $v$ satisfies $\langle w,Hw\rangle\ge e_v\langle w,w\rangle$. The last condition says that $v$ is the lowest level above the single core level, possibly degenerate.

Take any nonzero $x$ orthogonal to $k$ and write $x=p\,c+q\,v+w$, with $p=\langle c,x\rangle$, $q=\langle v,x\rangle$ and $w$ orthogonal to both. Symmetry removes the cross terms, for instance $\langle c,Hw\rangle=\langle Hc,w\rangle=0$. Therefore

$$\langle x,Hx\rangle=e_cp^2+e_vq^2+\langle w,Hw\rangle\ge e_v\langle x,x\rangle-(e_v-e_c)p^2 .$$

It remains to limit the core component $p$. The constraint reads $ap+bq=0$, so $a^2p^2=b^2q^2$ and

$$p^2(a^2+b^2)=b^2(p^2+q^2)\le b^2\langle x,x\rangle .$$

Inserting this bound on $p^2$ and dividing by $\langle x,x\rangle$ shows that no admissible orbital lies below the trial value. In this setting the valence level is reproduced exactly when $b=0$, that is, when $k$ is a multiple of the true core.

If $k$ also has a component on higher orbitals, the upper bound still holds, but the level can be lower still. For example, let $k=a\,c+d\,u$ with $u$ a higher eigenvector and $d\neq0$. Then $b=0$, yet $d\,c-a\,u$ is admissible and may have an energy below $e_v$. A vanishing valence overlap alone is thus no guarantee of a correct level.

## What the Lean statements say about orbitals and levels

The space `E` is a real inner product space of any dimension that has room for two orthonormal vectors, and `H : E →L[ℝ] E` is a bounded linear operator on it. A real symmetric Fock matrix in an orthonormal basis is the finite-dimensional case. The structure `CoreValencePair H c v ec ev` collects the normalisations, the orthogonality, the two eigenvalue equations and the gap condition `ec < ev`.

The function `rayleigh H x` is the energy expectation value divided by the squared norm, so orbitals need not be normalised. Nor does `k`, since only the ratio of its overlaps matters. The quantity `projectedLevel H k` is the infimum of these quotients over nonzero orbitals orthogonal to `k`. In infinite dimension an infimum need not be attained. In the equality case it is, by the trial orbital.

There are three main results.

- `core_mismatch_bound` is the upper bound, with $a$ and $b$ written as the inner products of `k` with `c` and `v` in the code. It assumes that at least one of them is nonzero, and it does not need $H$ to be symmetric. It also states that the trial orbital is nonzero, which ensures that the infimum runs over a nonempty set.
- `projectedLevel_lt_valence` gives the strict inequality when the valence overlap is nonzero.
- `projectedLevel_eq` gives the equality. Its hypothesis `hsym` is the symmetry of $H$, `hrest` is the lower bound on the remaining orbitals, and the imported vector is `a • c + b • v`.

For model core potentials and ab initio model potentials, this gives a lower bound on how far a mismatched core orbital lowers the valence level in a one-electron model with a fixed operator, one imported core vector and strict orthogonality. A finite level shift in place of strict orthogonality, several core orbitals projected out together, and the response of the Fock operator to the changed valence orbital are absent from the model. So is the unbounded kinetic energy operator of the continuum problem. With several core levels and only one of them projected out, the lowest remaining level would usually be another core level, and the number computed here would not describe the valence shell.

```lean
import Mathlib

open scoped InnerProductSpace

namespace ImportedCoreMismatch

noncomputable section

variable {E : Type*} [NormedAddCommGroup E] [InnerProductSpace ℝ E]

/-- Orthonormal core and valence orbitals `c`, `v` of the operator `H`, with orbital energies
`ec < ev`. -/
structure CoreValencePair (H : E →L[ℝ] E) (c v : E) (ec ev : ℝ) : Prop where
  core_norm : ⟪c, c⟫_ℝ = 1
  val_norm : ⟪v, v⟫_ℝ = 1
  orth : ⟪c, v⟫_ℝ = 0
  core_eigen : H c = ec • c
  val_eigen : H v = ev • v
  gap : ec < ev

/-- The Rayleigh quotient of `H` in the orbital `x`, for `x ≠ 0`. -/
def rayleigh (H : E →L[ℝ] E) (x : E) : ℝ := ⟪x, H x⟫_ℝ / ⟪x, x⟫_ℝ

/-- The lowest level of `H` orthogonal to the imported core vector `k`: the infimum of the Rayleigh
quotient over nonzero orbitals orthogonal to `k`, for spaces in which such orbitals exist. -/
def projectedLevel (H : E →L[ℝ] E) (k : E) : ℝ :=
  sInf {r | ∃ x : E, x ≠ 0 ∧ ⟪k, x⟫_ℝ = 0 ∧ rayleigh H x = r}

/-- The combination of `c` and `v` in which the overlaps with `k` cancel. -/
def trialOrbital (k c v : E) : E := ⟪k, v⟫_ℝ • c - ⟪k, c⟫_ℝ • v

/-- Two real overlaps that are not both zero have a positive sum of squares. -/
theorem weight_pos {a b : ℝ} (h : a ≠ 0 ∨ b ≠ 0) : 0 < a ^ 2 + b ^ 2 := by
  rcases h with h | h
  · have := sq_pos_of_ne_zero h
    nlinarith [sq_nonneg b]
  · have := sq_pos_of_ne_zero h
    nlinarith [sq_nonneg a]

/-- The projected level is a variational lower bound: it does not exceed the Rayleigh quotient of
any nonzero orbital orthogonal to `k`. -/
theorem projectedLevel_le (H : E →L[ℝ] E) {k x : E} (hx : x ≠ 0) (hk : ⟪k, x⟫_ℝ = 0) :
    projectedLevel H k ≤ rayleigh H x := by
  refine csInf_le ⟨-‖H‖, ?_⟩ ⟨x, hx, hk, rfl⟩
  -- a bounded operator has Rayleigh quotients of at least `-‖H‖`
  rintro r ⟨y, hy, -, rfl⟩
  have hpos : 0 < ‖y‖ := norm_pos_iff.mpr hy
  have h1 := abs_le.mp (abs_real_inner_le_norm y (H y))
  have h2 := mul_le_mul_of_nonneg_left (H.le_opNorm y) hpos.le
  rw [rayleigh, real_inner_self_eq_norm_sq, le_div_iff₀ (by positivity)]
  nlinarith [h1.1, h2]

/-- If `k` overlaps with `c` or `v`, the trial orbital is nonzero, orthogonal to `k`, and its
Rayleigh quotient is `ev - (ev - ec) b² / (a² + b²)`, where `a = ⟪k, c⟫` and `b = ⟪k, v⟫`. -/
theorem trialOrbital_spec {H : E →L[ℝ] E} {c v : E} {ec ev : ℝ}
    (h : CoreValencePair H c v ec ev) (k : E) (hk : ⟪k, c⟫_ℝ ≠ 0 ∨ ⟪k, v⟫_ℝ ≠ 0) :
    trialOrbital k c v ≠ 0 ∧ ⟪k, trialOrbital k c v⟫_ℝ = 0 ∧
      rayleigh H (trialOrbital k c v) =
        ev - (ev - ec) * (⟪k, v⟫_ℝ ^ 2 / (⟪k, c⟫_ℝ ^ 2 + ⟪k, v⟫_ℝ ^ 2)) := by
  have hD := weight_pos hk
  have hvc : ⟪v, c⟫_ℝ = 0 := by rw [real_inner_comm]; exact h.orth
  have hn : ⟪trialOrbital k c v, trialOrbital k c v⟫_ℝ = ⟪k, c⟫_ℝ ^ 2 + ⟪k, v⟫_ℝ ^ 2 := by
    simp only [trialOrbital, inner_sub_left, inner_sub_right, real_inner_smul_left,
      real_inner_smul_right, h.core_norm, h.val_norm, h.orth, hvc]
    ring
  have hH : ⟪trialOrbital k c v, H (trialOrbital k c v)⟫_ℝ =
      ⟪k, v⟫_ℝ ^ 2 * ec + ⟪k, c⟫_ℝ ^ 2 * ev := by
    simp only [trialOrbital, map_sub, map_smul, h.core_eigen, h.val_eigen, inner_sub_left,
      inner_sub_right, real_inner_smul_left, real_inner_smul_right, h.core_norm, h.val_norm,
      h.orth, hvc]
    ring
  refine ⟨?_, ?_, ?_⟩
  · intro h0
    rw [h0, inner_zero_left] at hn
    linarith
  · simp only [trialOrbital, inner_sub_right, real_inner_smul_right]
    ring
  · have hD' := hD.ne'
    rw [rayleigh, hn, hH, div_eq_iff hD', sub_mul, mul_assoc, div_mul_cancel₀ _ hD']
    ring

/-- Core mismatch bound: if `k` overlaps with `c` or `v`, the trial orbital is a genuine (nonzero)
orbital, and the lowest level orthogonal to `k` is at most
`ev - (ev - ec) b² / (a² + b²)`, where `a = ⟪k, c⟫` and `b = ⟪k, v⟫`. -/
theorem core_mismatch_bound {H : E →L[ℝ] E} {c v : E} {ec ev : ℝ}
    (h : CoreValencePair H c v ec ev) (k : E) (hk : ⟪k, c⟫_ℝ ≠ 0 ∨ ⟪k, v⟫_ℝ ≠ 0) :
    trialOrbital k c v ≠ 0 ∧ projectedLevel H k ≤
      ev - (ev - ec) * (⟪k, v⟫_ℝ ^ 2 / (⟪k, c⟫_ℝ ^ 2 + ⟪k, v⟫_ℝ ^ 2)) := by
  obtain ⟨h0, horth, hval⟩ := trialOrbital_spec h k hk
  exact ⟨h0, hval ▸ projectedLevel_le H h0 horth⟩

/-- An imported core vector that overlaps with the valence orbital puts the projected level
strictly below the valence energy. -/
theorem projectedLevel_lt_valence {H : E →L[ℝ] E} {c v : E} {ec ev : ℝ}
    (h : CoreValencePair H c v ec ev) (k : E) (hb : ⟪k, v⟫_ℝ ≠ 0) :
    projectedLevel H k < ev := by
  have hle := (core_mismatch_bound h k (Or.inr hb)).2
  have hshare := div_pos (sq_pos_of_ne_zero hb) (weight_pos (a := ⟪k, c⟫_ℝ) (Or.inr hb))
  have := mul_pos (sub_pos.mpr h.gap) hshare
  linarith

/-- The bound is attained when `H` is symmetric, `k = a c + b v` is nonzero, and `H` is bounded
below by `ev` on the orbitals orthogonal to both `c` and `v`. -/
theorem projectedLevel_eq {H : E →L[ℝ] E} {c v : E} {ec ev : ℝ}
    (h : CoreValencePair H c v ec ev) (hsym : ∀ x y, ⟪H x, y⟫_ℝ = ⟪x, H y⟫_ℝ)
    (hrest : ∀ w, ⟪c, w⟫_ℝ = 0 → ⟪v, w⟫_ℝ = 0 → ev * ⟪w, w⟫_ℝ ≤ ⟪w, H w⟫_ℝ)
    {a b : ℝ} (hab : a ≠ 0 ∨ b ≠ 0) :
    projectedLevel H (a • c + b • v) = ev - (ev - ec) * (b ^ 2 / (a ^ 2 + b ^ 2)) := by
  have hD := weight_pos hab
  have hvc : ⟪v, c⟫_ℝ = 0 := by rw [real_inner_comm]; exact h.orth
  have ha : ⟪a • c + b • v, c⟫_ℝ = a := by
    simp only [inner_add_left, real_inner_smul_left, h.core_norm, hvc]
    ring
  have hb : ⟪a • c + b • v, v⟫_ℝ = b := by
    simp only [inner_add_left, real_inner_smul_left, h.val_norm, h.orth]
    ring
  have hk : ⟪a • c + b • v, c⟫_ℝ ≠ 0 ∨ ⟪a • c + b • v, v⟫_ℝ ≠ 0 := by rwa [ha, hb]
  apply le_antisymm
  · have hle := (core_mismatch_bound h _ hk).2
    rwa [ha, hb] at hle
  obtain ⟨h0, horth, -⟩ := trialOrbital_spec h _ hk
  refine le_csInf ⟨_, _, h0, horth, rfl⟩ ?_
  rintro r ⟨x, hx, hkx, rfl⟩
  simp only [inner_add_left, real_inner_smul_left] at hkx
  have hxc : ⟪x, c⟫_ℝ = ⟪c, x⟫_ℝ := real_inner_comm _ _
  have hxv : ⟪x, v⟫_ℝ = ⟪v, x⟫_ℝ := real_inner_comm _ _
  have hcH : ⟪c, H x⟫_ℝ = ec * ⟪c, x⟫_ℝ := by
    rw [← hsym, h.core_eigen, real_inner_smul_left]
  have hvH : ⟪v, H x⟫_ℝ = ev * ⟪v, x⟫_ℝ := by
    rw [← hsym, h.val_eigen, real_inner_smul_left]
  -- the part of `x` outside the core-valence plane has energy at least `ev`
  have hw := hrest (x - ⟪c, x⟫_ℝ • c - ⟪v, x⟫_ℝ • v)
    (by simp only [inner_sub_right, real_inner_smul_right, h.core_norm, h.orth]; ring)
    (by simp only [inner_sub_right, real_inner_smul_right, h.val_norm, hvc]; ring)
  have hbes : 0 ≤ ⟪x - ⟪c, x⟫_ℝ • c - ⟪v, x⟫_ℝ • v, x - ⟪c, x⟫_ℝ • c - ⟪v, x⟫_ℝ • v⟫_ℝ :=
    real_inner_self_nonneg
  simp only [map_sub, map_smul, h.core_eigen, h.val_eigen, inner_sub_left, inner_sub_right,
    real_inner_smul_left, real_inner_smul_right, h.core_norm, h.val_norm, h.orth, hvc,
    hxc, hxv, hcH, hvH] at hw hbes
  -- orthogonality to `k` limits the core component of `x`
  have hp : ⟪c, x⟫_ℝ ^ 2 * (a ^ 2 + b ^ 2) = b ^ 2 * (⟪c, x⟫_ℝ ^ 2 + ⟪v, x⟫_ℝ ^ 2) := by
    linear_combination (a * ⟪c, x⟫_ℝ - b * ⟪v, x⟫_ℝ) * hkx
  have hB : ⟪c, x⟫_ℝ ^ 2 + ⟪v, x⟫_ℝ ^ 2 ≤ ⟪x, x⟫_ℝ := by linarith
  have hcore : ⟪c, x⟫_ℝ ^ 2 ≤ b ^ 2 / (a ^ 2 + b ^ 2) * ⟪x, x⟫_ℝ := by
    rw [div_mul_eq_mul_div, le_div_iff₀ hD, hp]
    exact mul_le_mul_of_nonneg_left hB (sq_nonneg b)
  have hS : 0 < ⟪x, x⟫_ℝ := by
    have := norm_pos_iff.mpr hx
    rw [real_inner_self_eq_norm_sq]
    positivity
  have hg := mul_le_mul_of_nonneg_left hcore (sub_pos.mpr h.gap).le
  rw [rayleigh, le_div_iff₀ hS, sub_mul, mul_assoc]
  linarith

/-- The model operator `ev + (ec - ev) |c⟩⟨c|`, a stand-in for a Fock operator. -/
def modelFock (c : E) (ec ev : ℝ) : E →L[ℝ] E :=
  ev • ContinuousLinearMap.id ℝ E + (ec - ev) • (innerSL ℝ c).smulRight c

/-- For orthonormal `c`, `v` and `ec < ev`, the operator `modelFock c ec ev` has `c`, `v` as core
and valence orbitals, is symmetric, and is bounded below by `ev` on the orbitals orthogonal to
both. -/
theorem modelFock_witness {c v : E} {ec ev : ℝ} (hc : ⟪c, c⟫_ℝ = 1) (hv : ⟪v, v⟫_ℝ = 1)
    (hcv : ⟪c, v⟫_ℝ = 0) (hgap : ec < ev) :
    CoreValencePair (modelFock c ec ev) c v ec ev ∧
      (∀ x y, ⟪modelFock c ec ev x, y⟫_ℝ = ⟪x, modelFock c ec ev y⟫_ℝ) ∧
      ∀ w, ⟪c, w⟫_ℝ = 0 → ⟪v, w⟫_ℝ = 0 → ev * ⟪w, w⟫_ℝ ≤ ⟪w, modelFock c ec ev w⟫_ℝ := by
  have hF : ∀ x, modelFock c ec ev x = ev • x + (ec - ev) • (⟪c, x⟫_ℝ • c) := fun _ => rfl
  refine ⟨⟨hc, hv, hcv, ?_, ?_, hgap⟩, ?_, ?_⟩
  · rw [hF, hc]
    module
  · rw [hF, hcv]
    module
  · intro x y
    simp only [hF, inner_add_left, inner_add_right, real_inner_smul_left, real_inner_smul_right]
    rw [real_inner_comm c x]
    ring
  · intro w hw _
    rw [hF, hw, zero_smul, smul_zero, add_zero, real_inner_smul_right]

end

end ImportedCoreMismatch
```

```lean
#print axioms ImportedCoreMismatch.projectedLevel_lt_valence
#print axioms ImportedCoreMismatch.projectedLevel_eq
```

```
'ImportedCoreMismatch.projectedLevel_lt_valence' depends on axioms: [propext, Classical.choice, Quot.sound]
'ImportedCoreMismatch.projectedLevel_eq' depends on axioms: [propext, Classical.choice, Quot.sound]
```

## From the trial orbital to the Lean proofs

The lemma `weight_pos` shows that $a^2+b^2>0$, which is needed for every division by this sum.

The variational principle is `projectedLevel_le`: the projected level does not exceed the quotient of any admissible orbital. For an infimum of real numbers this requires the set to be bounded below. The Cauchy–Schwarz inequality and the operator norm give $\langle y,Hy\rangle\ge-\|H\|\,\|y\|^2$, so $-\|H\|$ is a lower bound. The tactic `nlinarith` combines the two estimates.

The calculation with $t$ is in `trialOrbital_spec`. The intermediate results `hn` and `hH` are the squared norm $a^2+b^2$ and the energy numerator $b^2e_c+a^2e_v$. In both, `simp only` expands the inner products and inserts the orthonormality relations, with the eigenvalue equations added for `hH`, and `ring` finishes the algebra. The orbital is nonzero because its squared norm is positive. Together with `projectedLevel_le`, this gives `core_mismatch_bound`. The strict version, `projectedLevel_lt_valence`, follows because the gap and the fraction $b^2/(a^2+b^2)$ are then both positive.

In `projectedLevel_eq`, the steps `ha` and `hb` first confirm that the coefficients of `k` are its overlaps with `c` and `v`. Then `le_antisymm` splits the equality into two inequalities. One is the bound already proved. For the other, `le_csInf` asks for a lower bound on the quotient of an arbitrary admissible $x$, and the proof follows the decomposition above:

- `hcH` and `hvH` use symmetry to move $H$ onto the eigenvectors.
- `hw` applies `hrest` to the remainder $w=x-p\,c-q\,v$.
- `hbes` states that $\langle w,w\rangle\ge0$, from which `hB` obtains Bessel's inequality $p^2+q^2\le\langle x,x\rangle$.
- `hp` is the identity $p^2(a^2+b^2)=b^2(p^2+q^2)$. The tactic `linear_combination` gets it by multiplying the constraint $ap+bq=0$ by $ap-bq$.
- `hcore` is the resulting limit on the core component, and `hg` multiplies it by the gap.

After the division by $\langle x,x\rangle$ is cleared, `linarith` combines `hw` and `hg`.

Finally, `modelFock` defines the operator $e_v+(e_c-e_v)|c\rangle\langle c|$, which places $c$ at $e_c$ and everything orthogonal to it at $e_v$. The theorem `modelFock_witness` verifies that it has the required eigenpair, is symmetric and satisfies the lower bound on the remaining orbitals. It is therefore a concrete model operator to which the equality applies.
